# Gauge invariance of the biorthogonal Berry product on a discrete loop, with a two-point loop of value 2

Take one band sampled at N ≥ 1 points j = 0, …, N−1 of a closed loop, with indices read modulo N. At each point there is a right vector r_j in a complex vector space V and a linear functional l_j on V with l_j(r_j) ≠ 0. The link U_j and the Berry product B are

U_j = l_j(r_(j+1)) / l_j(r_j)

B = ∏_j U_j

B does not change when every r_j and every l_j is multiplied by its own nonzero complex number, nor under a change of basis common to all points. If each l_j is a multiple of the inner product with r_j in one fixed metric, then |B| ≤ 1. Without that hypothesis the bound can fail: a loop with N = 2 in ℂ² has B = 2.

## Eigensolver output and the modulus check

A solver for a non-Hermitian matrix returns right and left eigenvectors with scalings that need not be related, to each other or from one point to the next. For a single band on a finite loop with all overlaps l_j(r_j) nonzero, B can be accumulated from that output without phase smoothing or biorthonormalisation. A left eigenvector of a matrix M with eigenvalue λ, stored as a column L_j in the convention L_j† M = λ L_j†, enters as l_j(v) = L_j† v. A check |B| ≤ 1 carried over from a Hermitian code is justified under the fixed-metric hypothesis, and the example below violates the inequality with genuine eigenvector data: there l_j(r_j) = 1, so r_j and l_j are right and left eigenvectors, for the simple eigenvalue 1, of the 2×2 matrix r_j l_j (column times row).

## Telescoping, cancellation and Cauchy–Schwarz

For nonzero numbers a_j, the shift j → j+1 permutes the loop, so ∏ a_(j+1) = ∏ a_j ≠ 0 and

∏_j a_(j+1)/a_j = 1.

Replace r_j by a_j r_j and l_j by b_j l_j, with all a_j, b_j nonzero. By linearity the new link is

U'_j = b_j a_(j+1) l_j(r_(j+1)) / (b_j a_j l_j(r_j)) = (a_(j+1)/a_j) U_j.

The factor b_j cancels within the link and the ratios multiply to 1, so the new product equals B. The choice a_j = 1, b_j = 1/l_j(r_j) gives functionals l'_j = b_j l_j with l'_j(r_j) = 1, hence

B = ∏_j l'_j(r_(j+1)).

For an invertible linear map S independent of j, replace r_j by S r_j and l_j by l_j ∘ S⁻¹. Then l_j(S⁻¹ S r_k) = l_j(r_k) for all j and k, and every link is unchanged.

For the bound, let S be a linear map from V into an inner product space E, and suppose that for some complex numbers c_j

l_j(v) = c_j ⟨S r_j, S v⟩ for all j and v.

With S the identity this is the Hermitian case, where the bra is the conjugate of the ket. In matrix terms l_j = c_j r_j† η with η = S†S, one positive semidefinite metric for the whole loop. Since l_j(r_j) = c_j ‖S r_j‖² ≠ 0, both c_j and S r_j are nonzero. The c_j cancel, and Cauchy–Schwarz gives

|U_j| = |⟨S r_j, S r_(j+1)⟩| / ‖S r_j‖² ≤ ‖S r_(j+1)‖ / ‖S r_j‖.

Multiplying these inequalities between nonnegative numbers and telescoping the norms gives |B| ≤ 1.

## Two points in ℂ²

Take r_0 = (1, 0), r_1 = (1, 1) and row vectors l_0 = (1, x), l_1 = (y, 1−y) with complex x, y. Then l_0(r_0) = 1 and l_1(r_1) = y + (1−y) = 1, so

U_0 = l_0(r_1) = 1 + x, U_1 = l_1(r_0) = y, B = (1 + x) y.

For x = y = 1 the links are 2 and 1, and B = 2. With the unit vector r_1 = (1, 1)/√2 both links are √2. With a_0 = 2i, a_1 = 3, b_0 = 5, b_1 = −1 applied to the original data (r_1 = (1, 1), links 2 and 1), the links become

U'_0 = 30/(10i) = −3i, U'_1 = (−2i)/(−3) = 2i/3, U'_0 U'_1 = 2,

while the numerators alone multiply to −60i. For x = 0, y = 1/2 one has l_0 = r_0† and l_1 = r_1†/2, the Hermitian form, and B = 1/2. With unit vectors both links are then 1/√2.

## The Lean file

```lean
import Mathlib

open scoped InnerProductSpace

namespace BiorthogonalBerry

noncomputable section

/-- A band on a closed loop of `N` points: right vectors `r_j` and left functionals `l_j`
with nonvanishing biorthogonal overlap `l_j(r_j)`. -/
structure BiorthLoop (N : ℕ) (V : Type*) [AddCommGroup V] [Module ℂ V] where
  right : ZMod N → V
  left : ZMod N → V →ₗ[ℂ] ℂ
  overlap_ne : ∀ j, left j (right j) ≠ 0

variable {N : ℕ} {V W E : Type*} [AddCommGroup V] [Module ℂ V] [AddCommGroup W] [Module ℂ W]
  [NormedAddCommGroup E] [InnerProductSpace ℂ E]

/-- The link variable `l_j(r_{j+1}) / l_j(r_j)`. -/
def link (L : BiorthLoop N V) (j : ZMod N) : ℂ :=
  L.left j (L.right (j + 1)) / L.left j (L.right j)

/-- The biorthogonal Berry product: the product of the link variables around the loop. -/
def berry [NeZero N] (L : BiorthLoop N V) : ℂ := ∏ j, link L j

/-- Gauge transformation `r_j ↦ a_j r_j`, `l_j ↦ b_j l_j` with independent nonzero factors. -/
def rescale (L : BiorthLoop N V) (a b : ZMod N → ℂ) (ha : ∀ j, a j ≠ 0) (hb : ∀ j, b j ≠ 0) :
    BiorthLoop N V where
  right j := a j • L.right j
  left j := b j • L.left j
  overlap_ne j := by simp [ha j, hb j, L.overlap_ne j]

/-- The gauge that keeps `r_j` and divides `l_j` by `l_j(r_j)`. -/
def normalise (L : BiorthLoop N V) : BiorthLoop N V :=
  rescale L (fun _ => 1) (fun j => (L.left j (L.right j))⁻¹) (fun _ => one_ne_zero)
    (fun j => inv_ne_zero (L.overlap_ne j))

/-- Similarity transformation `r_j ↦ S r_j`, `l_j ↦ l_j ∘ S⁻¹` by one invertible map `S`. -/
def transform (L : BiorthLoop N V) (S : V ≃ₗ[ℂ] W) : BiorthLoop N W where
  right j := S (L.right j)
  left j := L.left j ∘ₗ S.symm.toLinearMap
  overlap_ne j := by simpa using L.overlap_ne j

/-- Around a closed loop the ratios `a_{j+1} / a_j` of nonzero numbers multiply to one. -/
theorem prod_ratio_eq_one [NeZero N] {K : Type*} [Field K] (a : ZMod N → K)
    (ha : ∀ j, a j ≠ 0) : ∏ j, a (j + 1) / a j = 1 := by
  -- the shift `j ↦ j + 1` permutes the points of the loop
  have h : ∏ j, a (j + 1) = ∏ j, a j :=
    Fintype.prod_equiv (Equiv.addRight 1) _ _ (fun _ => rfl)
  rw [Finset.prod_div_distrib, h, div_self (Finset.prod_ne_zero_iff.2 fun j _ => ha j)]

/-- Under a gauge transformation a link variable is multiplied by `a_{j+1} / a_j`;
the left factor `b_j` drops out. -/
theorem link_rescale (L : BiorthLoop N V) (a b : ZMod N → ℂ) (ha : ∀ j, a j ≠ 0)
    (hb : ∀ j, b j ≠ 0) (j : ZMod N) :
    link (rescale L a b ha hb) j = a (j + 1) / a j * link L j := by
  have h1 := ha j
  have h2 := hb j
  have h3 := L.overlap_ne j
  simp only [link, rescale, LinearMap.smul_apply, map_smul, smul_eq_mul]
  field_simp

/-- The biorthogonal Berry product is invariant under independent nonzero rescalings of the
right vectors and the left functionals. -/
theorem berry_rescale [NeZero N] (L : BiorthLoop N V) (a b : ZMod N → ℂ)
    (ha : ∀ j, a j ≠ 0) (hb : ∀ j, b j ≠ 0) :
    berry (rescale L a b ha hb) = berry L := by
  simp only [berry, link_rescale, Finset.prod_mul_distrib]
  rw [prod_ratio_eq_one a ha, one_mul]

/-- In the normalised gauge `l_j(r_j) = 1`, and the Berry product is the plain product of the
neighbour overlaps `l_j(r_{j+1})` in that gauge. -/
theorem berry_eq_normalised [NeZero N] (L : BiorthLoop N V) :
    (∀ j, (normalise L).left j ((normalise L).right j) = 1) ∧
      berry L = ∏ j, (normalise L).left j ((normalise L).right (j + 1)) := by
  have h1 : ∀ j, (normalise L).left j ((normalise L).right j) = 1 := by
    intro j
    simp [normalise, rescale, L.overlap_ne j]
  have h2 : berry (normalise L) = berry L := berry_rescale L _ _ _ _
  refine ⟨h1, ?_⟩
  rw [← h2]
  simp only [berry, link, h1, div_one]

/-- The Berry product is invariant under a similarity transformation that is the same at all
points of the loop. -/
theorem berry_transform [NeZero N] (L : BiorthLoop N V) (S : V ≃ₗ[ℂ] W) :
    berry (transform L S) = berry L := by
  simp [berry, link, transform]

/-- If every left functional has the form `l_j = c_j ⟨S r_j, S ·⟩` for one linear map `S` into
an inner product space, the Berry product has modulus at most one. -/
theorem norm_berry_le_one [NeZero N] (L : BiorthLoop N V) (S : V →ₗ[ℂ] E) (c : ZMod N → ℂ)
    (h : ∀ j v, L.left j v = c j * ⟪S (L.right j), S v⟫_ℂ) : ‖berry L‖ ≤ 1 := by
  have h0 : ∀ j, c j * ⟪S (L.right j), S (L.right j)⟫_ℂ ≠ 0 := by
    intro j
    rw [← h]
    exact L.overlap_ne j
  have hp : ∀ j, 0 < ‖S (L.right j)‖ := by
    intro j
    refine norm_pos_iff.2 fun e => h0 j ?_
    simp [e]
  -- Cauchy-Schwarz bounds each link by a ratio of norms
  have hl : ∀ j, ‖link L j‖ ≤ ‖S (L.right (j + 1))‖ / ‖S (L.right j)‖ := by
    intro j
    have hn : ‖⟪S (L.right j), S (L.right j)⟫_ℂ‖ = ‖S (L.right j)‖ ^ 2 := by
      simp [inner_self_eq_norm_sq_to_K]
    simp only [link, h]
    rw [mul_div_mul_left _ _ (left_ne_zero_of_mul (h0 j)), norm_div, hn,
      div_le_div_iff₀ (pow_pos (hp j) 2) (hp j)]
    nlinarith [mul_le_mul_of_nonneg_right
      (norm_inner_le_norm (𝕜 := ℂ) (S (L.right j)) (S (L.right (j + 1)))) (hp j).le]
  -- the ratios of norms telescope around the loop
  calc ‖berry L‖ = ∏ j, ‖link L j‖ := by rw [berry, norm_prod]
    _ ≤ ∏ j, ‖S (L.right (j + 1))‖ / ‖S (L.right j)‖ :=
        Finset.prod_le_prod (fun _ _ => norm_nonneg _) (fun j _ => hl j)
    _ = 1 := prod_ratio_eq_one (fun j => ‖S (L.right j)‖) (fun j => (hp j).ne')

/-- The row vector `(p, q)` as the functional `v ↦ p v₀ + q v₁` on `ℂ²`. -/
def covec (p q : ℂ) : (Fin 2 → ℂ) →ₗ[ℂ] ℂ where
  toFun v := p * v 0 + q * v 1
  map_add' u v := by
    simp only [Pi.add_apply]
    ring
  map_smul' t v := by
    simp only [Pi.smul_apply, smul_eq_mul, RingHom.id_apply]
    ring

/-- Two-point loop in `ℂ²` with right vectors `(1, 0)`, `(1, 1)` and left row vectors
`(1, x)`, `(y, 1 - y)`. -/
def twoSite (x y : ℂ) : BiorthLoop 2 (Fin 2 → ℂ) where
  right j := if j = 0 then ![1, 0] else ![1, 1]
  left j := if j = 0 then covec 1 x else covec y (1 - y)
  overlap_ne j := by by_cases h : j = 0 <;> simp [h, covec]

/-- The identification of `ℂ²` with Euclidean space carrying the standard inner product. -/
def toEuclid : (Fin 2 → ℂ) →ₗ[ℂ] EuclideanSpace ℂ (Fin 2) :=
  (WithLp.linearEquiv 2 ℂ (Fin 2 → ℂ)).symm.toLinearMap

/-- The Berry product of the two-point loop is `(1 + x) y`. -/
theorem berry_twoSite (x y : ℂ) : berry (twoSite x y) = (1 + x) * y := by
  have hu : (Finset.univ : Finset (ZMod 2)) = {0, 1} := by decide
  have h01 : (0 : ZMod 2) ≠ 1 := by decide
  have h10 : (1 : ZMod 2) ≠ 0 := by decide
  have h11 : (1 + 1 : ZMod 2) = 0 := by decide
  rw [berry, hu, Finset.prod_pair h01]
  simp [link, twoSite, covec, h10, h11]

/-- For left row vectors `(1, 1)`, `(1, 0)` the Berry product equals `2`, and its modulus
exceeds one. -/
theorem berry_twoSite_eq_two : berry (twoSite 1 1) = 2 ∧ 1 < ‖berry (twoSite 1 1)‖ := by
  have h : berry (twoSite 1 1) = 2 := by
    rw [berry_twoSite]
    norm_num
  refine ⟨h, ?_⟩
  rw [h]
  norm_num

/-- For left row vectors `(1, 0)`, `(1/2, 1/2)` each `l_j` is a multiple of the standard inner
product with `r_j`, and the Berry product equals `1/2`. -/
theorem norm_berry_le_one_witness :
    (∀ j v, (twoSite 0 (1 / 2)).left j v = (if j = 0 then 1 else 1 / 2) *
        ⟪toEuclid ((twoSite 0 (1 / 2)).right j), toEuclid v⟫_ℂ) ∧
      berry (twoSite 0 (1 / 2)) = 1 / 2 := by
  have hS : ∀ v, toEuclid v = WithLp.toLp 2 v := fun _ => rfl
  constructor
  · intro j v
    by_cases h : j = 0 <;>
      simp [h, hS, twoSite, covec, PiLp.inner_apply, Fin.sum_univ_two]
    ring
  · rw [berry_twoSite]
    norm_num

/-- If `|(1 + x) y| > 1`, no linear map `S` into an inner product space and no factors `c_j`
bring the two-point loop to the form `l_j = c_j ⟨S r_j, S ·⟩`. -/
theorem twoSite_no_metric (x y : ℂ) (hxy : 1 < ‖(1 + x) * y‖) :
    ¬ ∃ (S : (Fin 2 → ℂ) →ₗ[ℂ] E) (c : ZMod 2 → ℂ), ∀ j v,
      (twoSite x y).left j v = c j * ⟪S ((twoSite x y).right j), S v⟫_ℂ := by
  rintro ⟨S, c, h⟩
  have hle := norm_berry_le_one (twoSite x y) S c h
  rw [berry_twoSite] at hle
  linarith

end

end BiorthogonalBerry
```

```lean
#print axioms BiorthogonalBerry.berry_eq_normalised
-- 'BiorthogonalBerry.berry_eq_normalised' depends on axioms: [propext, Classical.choice, Quot.sound]
#print axioms BiorthogonalBerry.berry_twoSite
-- 'BiorthogonalBerry.berry_twoSite' depends on axioms: [propext, Classical.choice, Quot.sound]
#print axioms BiorthogonalBerry.berry_twoSite_eq_two
-- 'BiorthogonalBerry.berry_twoSite_eq_two' depends on axioms: [propext, Classical.choice, Quot.sound]
#print axioms BiorthogonalBerry.twoSite_no_metric
-- 'BiorthogonalBerry.twoSite_no_metric' depends on axioms: [propext, Classical.choice, Quot.sound]
```

## How the definitions and statements read

`BiorthLoop N V` holds r_j as `right`, l_j as `left`, and the condition l_j(r_j) ≠ 0 as `overlap_ne`, so no link divides by zero. Physically the condition keeps the sampled points off exceptional points of the chosen band, where its eigenvector coalesces with that of another band and the left and right eigenvectors have zero overlap. The index type `ZMod N` closes the loop, and `[NeZero N]` means N ≥ 1; for N = 1 the only link is l_0(r_0)/l_0(r_0) = 1. V carries no inner product and may have any dimension. `link` is U_j and `berry` is B, whereas the letter `W` in the file names the target space of the invertible map in `transform`. The bracket `⟪·, ·⟫_ℂ` is antilinear in its first slot, as in Dirac notation, and `‖berry L‖` is |B|.

`berry_rescale`, `berry_eq_normalised` and `berry_transform` state the gauge invariance, the normalised form and the similarity invariance. `norm_berry_le_one` takes the metric form as its hypothesis `h`, with S linear and not required to be injective. `covec p q` is the row vector (p, q), without conjugation, and `twoSite x y` is the loop above. `twoSite_no_metric` says that for |(1 + x) y| > 1 no S into any inner product space E and no c_j bring that loop to the metric form.

## Tactic steps against the derivation

`prod_ratio_eq_one` reindexes along `Equiv.addRight 1`, which is the shift, and divides the product by itself; it holds over any field, and serves once for the complex a_j and once for the real norms. In `link_rescale`, `simp only` pulls the scalars out by linearity and `field_simp` cancels b_j. `berry_rescale` splits the product with `Finset.prod_mul_distrib` and telescopes. `berry_eq_normalised` applies it to `normalise` and removes denominators equal to 1, and `berry_transform` cancels S⁻¹ S by `simp`. In `norm_berry_le_one`, `h0` and `hp` give c_j ≠ 0 and ‖S r_j‖ > 0, `hl` is the link estimate from `norm_inner_le_norm`, and the `calc` block multiplies and telescopes. `berry_twoSite` writes the product over {0, 1} and evaluates both links, `berry_twoSite_eq_two` substitutes x = y = 1, and `norm_berry_le_one_witness` verifies the metric form with S = `toEuclid`, c_0 = 1, c_1 = 1/2. `twoSite_no_metric` follows by contradiction from the bound.

## Limits of the model for an implementation

No Hamiltonian appears: r_j and l_j are arbitrary data, and the metric form is assumed, not derived from a property of a matrix. The statements concern exact arithmetic over ℂ and carry no estimate of rounding error, which matters when |l_j(r_j)| is small compared with the product of the norms of l_j and r_j. B may vanish, as for y = 0, and no logarithm, branch choice or limit of large N is treated. The loop closes on r_0 itself, which fits a Bloch matrix periodic in the wavevector provided the band returns to itself after one period (non-Hermitian bands can exchange instead, as on a loop around an exceptional point), and excludes an extra operator in the closing link. One band is covered, not matrix Wilson loops, and S must be the same at all points, with indefinite metrics excluded. The bound runs one way: a value |B| > 1 rules out the metric form, and nothing is stated about a metric existing when |B| ≤ 1.
